# At fixed interaction and nonzero hopping, the ground-state imbalance of the Hubbard dimer determines its potential

If two potentials that differ by more than an additive constant could share a ground-state density, recovering the potential from the density would have no unique answer. For two electrons in the singlet space of a two-site Hubbard model with nonzero hopping, this cannot happen: at fixed interaction and hopping, raising the potential of one site relative to the other strictly lowers that site's ground-state occupation.

The general lemmas concern real matrices over a finite basis `n`.

```lean
import Mathlib

open Matrix

namespace HubbardDimerHohenbergKohn

variable {n : Type*} [Fintype n]
```

## Ground states and the dimer

A ground state is a real vector \(x\) with \(x\cdot x=1\) and \(Ax=Ex\), where no eigenvalue of \(A\) with a real eigenvector lies below \(E\). These are the three fields of `IsGroundState`; degeneracy is allowed. In Lean, `⬝ᵥ` is the dot product and `*ᵥ` applies a matrix to a vector.

```lean
/-- A ground state of a real matrix Hamiltonian: a unit eigenvector whose eigenvalue `E` is
the lowest one. -/
structure IsGroundState (A : Matrix n n ℝ) (E : ℝ) (x : n → ℝ) : Prop where
  unit : x ⬝ᵥ x = 1
  eigen : A *ᵥ x = E • x
  lowest : ∀ (E' : ℝ) (z : n → ℝ), z ≠ 0 → A *ᵥ z = E' • z → E ≤ E'
```

The basis states have both electrons on site 1, both on site 2, and one on each site in the singlet combination. Their amplitudes are \(x_0,x_1,x_2\), and

\[
H(v)=\begin{pmatrix}U+v&0&-s\\0&U-v&-s\\-s&-s&0\end{pmatrix}.
\]

Here \(U\) is the on-site interaction, \(v\) the potential on site 1 minus that on site 2, and \(s=\sqrt2\,t\) for the usual hopping amplitude \(t\). The site potentials are \(\pm v/2\), which fixes their additive constant.

```lean
/-- The Hubbard dimer with two electrons in the singlet space. The basis states are: both
electrons on site 1, both on site 2, one on each site. -/
def hubbardDimer (U s v : ℝ) : Matrix (Fin 3) (Fin 3) ℝ :=
  !![U + v, 0, -s; 0, U - v, -s; -s, -s, 0]
```

The imbalance is \(D(x)=x_0^2-x_1^2\). For a unit vector, the difference in site occupations is \(2D(x)\).

```lean
/-- For a unit vector `x`, the probability of finding both electrons on site 1 minus that of finding
both on site 2, which is half the difference of the site occupations. -/
def imbalance (x : Fin 3 → ℝ) : ℝ := x 0 ^ 2 - x 1 ^ 2
```

## The variational principle

Let \(A\) be symmetric, with \(z\cdot Az\ge E\,z\cdot z\) for all \(z\) and equality at \(y\). Put \(r=Ay-Ey\). Inserting \(z=y+\tau r\), with \(\tau\) real, gives

\[
0\le \tau^2\,(r\cdot Ar-E\,r\cdot r)+2\tau\,r\cdot r .
\]

A quadratic that is never negative has discriminant at most zero, so \(4(r\cdot r)^2\le0\). Hence \(r=0\) and \(Ay=Ey\). In the code, `hq` is this inequality and `discrim_le_zero` supplies the discriminant bound.

```lean
/-- If the energy form of a symmetric Hamiltonian is bounded below by `E` and the state `y`
attains the bound, then `y` solves the Schrödinger equation with energy `E`. -/
theorem eigen_of_attains_bound {A : Matrix n n ℝ} (hA : Aᵀ = A) {E : ℝ} {y : n → ℝ}
    (hmin : ∀ z : n → ℝ, E * (z ⬝ᵥ z) ≤ z ⬝ᵥ A *ᵥ z)
    (hy : y ⬝ᵥ A *ᵥ y = E * (y ⬝ᵥ y)) : A *ᵥ y = E • y := by
  -- vary `y` along the residual `r`
  obtain ⟨r, hr⟩ : ∃ r, r = A *ᵥ y - E • y := ⟨_, rfl⟩
  have hsym : y ⬝ᵥ A *ᵥ r = r ⬝ᵥ A *ᵥ y := by
    rw [Matrix.dotProduct_mulVec, ← Matrix.mulVec_transpose, hA, dotProduct_comm]
  have hrr : r ⬝ᵥ r = r ⬝ᵥ A *ᵥ y - E * (r ⬝ᵥ y) := by
    calc r ⬝ᵥ r = r ⬝ᵥ (A *ᵥ y - E • y) := by rw [← hr]
      _ = _ := by rw [dotProduct_sub, dotProduct_smul, smul_eq_mul]
  have hq : ∀ t : ℝ, 0 ≤ (r ⬝ᵥ A *ᵥ r - E * (r ⬝ᵥ r)) * (t * t)
      + (2 * (r ⬝ᵥ r)) * t + 0 := by
    intro t
    have h := hmin (y + t • r)
    simp only [Matrix.mulVec_add, Matrix.mulVec_smul, add_dotProduct, dotProduct_add,
      smul_dotProduct, dotProduct_smul, smul_eq_mul] at h
    rw [hsym, hy, dotProduct_comm y r] at h
    have h2 : 2 * (r ⬝ᵥ r) * t = 2 * t * (r ⬝ᵥ A *ᵥ y - E * (r ⬝ᵥ y)) := by
      rw [← hrr]; ring
    nlinarith [h, h2]
  -- a nonnegative quadratic without constant term has no linear term
  have hd := discrim_le_zero hq
  unfold discrim at hd
  have h0 : r ⬝ᵥ r = 0 := by
    have h1 : (r ⬝ᵥ r) ^ 2 = 0 := le_antisymm (by nlinarith) (sq_nonneg _)
    exact pow_eq_zero_iff (two_ne_zero) |>.1 h1
  have h3 : r = 0 := dotProduct_self_eq_zero.1 h0
  rw [hr] at h3
  exact sub_eq_zero.1 h3
```

Let the basis be nonempty. The unit sphere is then nonempty and compact, so \(w\cdot Aw\) has a minimum \(E\) there, at some \(w\). For \(z\ne0\), scaling by \(c=1/\sqrt{z\cdot z}\) gives \(E\le c^2\,z\cdot Az\), hence \(E\,z\cdot z\le z\cdot Az\); for \(z=0\) both sides vanish. By the previous step \(w\) is an eigenvector. If \(Az=E'z\) with \(z\ne0\), the bound gives \(E\le E'\), so \(w\) is a ground state.

```lean
/-- Over a nonempty finite basis, every real symmetric Hamiltonian has a ground state, and its
energy bounds the energy form from below. -/
theorem exists_groundState [Nonempty n] {A : Matrix n n ℝ} (hA : Aᵀ = A) :
    ∃ (E : ℝ) (w : n → ℝ), IsGroundState A E w ∧
      ∀ z : n → ℝ, E * (z ⬝ᵥ z) ≤ z ⬝ᵥ A *ᵥ z := by
  classical
  have hc : Continuous fun w : n → ℝ => w ⬝ᵥ w := by
    simp only [dotProduct]; fun_prop
  have hf : Continuous fun w : n → ℝ => w ⬝ᵥ A *ᵥ w := by
    simp only [dotProduct, Matrix.mulVec]; fun_prop
  -- the unit sphere is compact
  have hS : IsCompact {w : n → ℝ | w ⬝ᵥ w = 1} := by
    refine (isCompact_Icc (a := fun _ : n => (-1 : ℝ)) (b := fun _ => 1)).of_isClosed_subset
      (isClosed_eq hc continuous_const) ?_
    intro w hw
    have hw1 : ∑ j, w j * w j = 1 := hw
    have hi : ∀ i, w i * w i ≤ 1 := fun i => by
      rw [← hw1]
      exact Finset.single_le_sum (f := fun j => w j * w j)
        (fun j _ => mul_self_nonneg (w j)) (Finset.mem_univ i)
    exact ⟨fun i => by nlinarith [hi i], fun i => by nlinarith [hi i]⟩
  obtain ⟨i⟩ := ‹Nonempty n›
  have hne : ({w : n → ℝ | w ⬝ᵥ w = 1}).Nonempty := ⟨Pi.single i 1, by simp⟩
  obtain ⟨w, hw, hmin⟩ := hS.exists_isMinOn hne hf.continuousOn
  have hw1 : w ⬝ᵥ w = 1 := hw
  have hpos : ∀ z : n → ℝ, z ≠ 0 → 0 < z ⬝ᵥ z := fun z hz =>
    lt_of_le_of_ne (Finset.sum_nonneg fun j _ => mul_self_nonneg (z j))
      (fun h => hz (dotProduct_self_eq_zero.1 h.symm))
  -- extend the bound from unit vectors to all vectors by scaling
  have hall : ∀ z : n → ℝ, (w ⬝ᵥ A *ᵥ w) * (z ⬝ᵥ z) ≤ z ⬝ᵥ A *ᵥ z := by
    intro z
    by_cases hz : z = 0
    · simp [hz]
    have hN := hpos z hz
    obtain ⟨c, hcN⟩ : ∃ c : ℝ, c * (c * (z ⬝ᵥ z)) = 1 := by
      refine ⟨(√(z ⬝ᵥ z))⁻¹, ?_⟩
      have h1 := Real.mul_self_sqrt hN.le
      have h2 : √(z ⬝ᵥ z) ≠ 0 := (Real.sqrt_pos.2 hN).ne'
      calc (√(z ⬝ᵥ z))⁻¹ * ((√(z ⬝ᵥ z))⁻¹ * (z ⬝ᵥ z))
          = (√(z ⬝ᵥ z))⁻¹ * ((√(z ⬝ᵥ z))⁻¹ * (√(z ⬝ᵥ z) * √(z ⬝ᵥ z))) := by rw [h1]
        _ = 1 := by rw [inv_mul_cancel_left₀ h2, inv_mul_cancel₀ h2]
    have hmem : (c • z) ⬝ᵥ (c • z) = 1 := by
      simpa only [smul_dotProduct, dotProduct_smul, smul_eq_mul] using hcN
    have h : w ⬝ᵥ A *ᵥ w ≤ (c • z) ⬝ᵥ A *ᵥ (c • z) := isMinOn_iff.1 hmin _ hmem
    simp only [Matrix.mulVec_smul, smul_dotProduct, dotProduct_smul, smul_eq_mul] at h
    calc (w ⬝ᵥ A *ᵥ w) * (z ⬝ᵥ z) ≤ (c * (c * (z ⬝ᵥ A *ᵥ z))) * (z ⬝ᵥ z) :=
          mul_le_mul_of_nonneg_right h hN.le
      _ = z ⬝ᵥ A *ᵥ z := by linear_combination (z ⬝ᵥ A *ᵥ z) * hcN
  refine ⟨w ⬝ᵥ A *ᵥ w, w, ⟨hw1, eigen_of_attains_bound hA hall (by rw [hw1, mul_one]), ?_⟩, hall⟩
  intro E' z hz hE
  have h := hall z
  rw [hE, dotProduct_smul, smul_eq_mul] at h
  exact le_of_mul_le_mul_right h (hpos z hz)
```

Any other ground state has an energy no higher than this minimum, so its energy obeys the same bound.

```lean
/-- Variational principle: the ground-state energy bounds the energy form from below. -/
theorem variational_principle [Nonempty n] {A : Matrix n n ℝ} (hA : Aᵀ = A) {E : ℝ}
    {x : n → ℝ} (hx : IsGroundState A E x) (z : n → ℝ) :
    E * (z ⬝ᵥ z) ≤ z ⬝ᵥ A *ᵥ z := by
  obtain ⟨m, w, hw, hall⟩ := exists_groundState hA
  have hw0 : w ≠ 0 := fun h => by simpa [h] using hw.unit
  have hz : 0 ≤ z ⬝ᵥ z := Finset.sum_nonneg fun j _ => mul_self_nonneg (z j)
  exact (mul_le_mul_of_nonneg_right (hx.lowest m w hw0 hw.eigen) hz).trans (hall z)
```

The dimer matrix is symmetric, so the bound applies to it.

```lean
/-- The Hamiltonian of the dimer is symmetric. -/
theorem hubbardDimer_symm (U s v : ℝ) : (hubbardDimer U s v)ᵀ = hubbardDimer U s v := by
  ext i j
  fin_cases i <;> fin_cases j <;> simp [hubbardDimer]
```

## Different potentials share no eigenvector

In components, \(H(v)z=Ez\) reads

\[
(U+v)z_0-sz_2=Ez_0,\quad (U-v)z_1-sz_2=Ez_1,\quad -s(z_0+z_1)=Ez_2 .
\]

```lean
/-- The Schrödinger equation of the dimer, written out in its three components. -/
theorem schrodinger_iff (U s v E : ℝ) (z : Fin 3 → ℝ) :
    hubbardDimer U s v *ᵥ z = E • z ↔ (U + v) * z 0 - s * z 2 = E * z 0 ∧
      (U - v) * z 1 - s * z 2 = E * z 1 ∧ -s * (z 0 + z 1) = E * z 2 := by
  have h : hubbardDimer U s v *ᵥ z =
      ![(U + v) * z 0 - s * z 2, (U - v) * z 1 - s * z 2, -s * (z 0 + z 1)] := by
    ext i
    fin_cases i <;> simp [hubbardDimer, Matrix.mulVec, dotProduct, Fin.sum_univ_three] <;> ring
  rw [h, funext_iff, Fin.forall_fin_succ, Fin.forall_fin_succ, Fin.forall_fin_succ]
  simp
```

Suppose \(y\) solves these equations for \((v_1,E_1)\) and \((v_2,E_2)\), with \(v_1\ne v_2\) and \(s\ne0\). The third equations give \((E_2-E_1)y_2=0\).

- If \(E_1=E_2\), subtracting the first equations gives \((v_2-v_1)y_0=0\), and the second give \((v_2-v_1)y_1=0\). Thus \(y_0=y_1=0\), and the first equation leaves \(sy_2=0\), so \(y_2=0\).
- If \(y_2=0\), the third equation gives \(y_0+y_1=0\). Subtracting the first and second equations between the two potentials, then combining them, gives \((v_2-v_1)(y_0-y_1)=(E_2-E_1)(y_0+y_1)=0\). Again \(y=0\).

The `linear_combination` calls carry out these subtractions.

```lean
/-- With hopping present, two different potentials have no eigenvector in common. -/
theorem no_common_eigenvector {U s v₁ v₂ E₁ E₂ : ℝ} (hs : s ≠ 0) (hv : v₁ ≠ v₂)
    {y : Fin 3 → ℝ} (h₁ : hubbardDimer U s v₁ *ᵥ y = E₁ • y)
    (h₂ : hubbardDimer U s v₂ *ᵥ y = E₂ • y) : y = 0 := by
  obtain ⟨a0, a1, a2⟩ := (schrodinger_iff _ _ _ _ _).1 h₁
  obtain ⟨b0, b1, b2⟩ := (schrodinger_iff _ _ _ _ _).1 h₂
  have hd : v₂ - v₁ ≠ 0 := sub_ne_zero.2 hv.symm
  have hE : (E₂ - E₁) * y 2 = 0 := by linear_combination a2 - b2
  rcases mul_eq_zero.1 hE with hE | y2
  · -- equal energies: the ionic amplitudes vanish, then the covalent one
    have y0 : y 0 = 0 := (mul_eq_zero.1 (show (v₂ - v₁) * y 0 = 0 by
      linear_combination b0 - a0 + y 0 * hE)).resolve_left hd
    have y1 : y 1 = 0 := (mul_eq_zero.1 (show (v₂ - v₁) * y 1 = 0 by
      linear_combination a1 - b1 - y 1 * hE)).resolve_left hd
    have y2 : y 2 = 0 := (mul_eq_zero.1 (show s * y 2 = 0 by
      linear_combination (U + v₁ - E₁) * y0 - a0)).resolve_left hs
    ext i; fin_cases i <;> simp [y0, y1, y2]
  · -- no covalent amplitude: the ionic amplitudes are opposite, then zero
    have hsum : y 0 + y 1 = 0 := (mul_eq_zero.1 (show s * (y 0 + y 1) = 0 by
      linear_combination -a2 - E₁ * y2)).resolve_left hs
    have y0 : y 0 = 0 := (mul_eq_zero.1 (show (v₂ - v₁) * y 0 = 0 by
      linear_combination (b0 - a0 + b1 - a1) / 2 + (v₂ - v₁ + E₂ - E₁) / 2 * hsum)).resolve_left hd
    have y1 : y 1 = 0 := by linarith
    ext i; fin_cases i <;> simp [y0, y1, y2]
```

## Raising the potential lowers the imbalance

Only the diagonal depends on \(v\), so

\[
z\cdot H(v')z=z\cdot H(v)z+(v'-v)D(z).
\]

```lean
/-- Changing the potential changes the energy expectation by the potential difference times
the imbalance. -/
theorem energy_shift (U s v v' : ℝ) (z : Fin 3 → ℝ) :
    z ⬝ᵥ hubbardDimer U s v' *ᵥ z =
      z ⬝ᵥ hubbardDimer U s v *ᵥ z + (v' - v) * imbalance z := by
  simp [hubbardDimer, imbalance, Matrix.mulVec, dotProduct, Fin.sum_univ_three]
  ring
```

Let \(s\ne0\), let \(x,y\) be ground states at \(v_1<v_2\), with energies \(E_1,E_2\), and suppose \(D(x)\le D(y)\). Using \(x\) as a trial state at \(v_2\) gives \(E_2\le E_1+(v_2-v_1)D(x)\). Therefore

\[
E_1\le y\cdot H(v_1)y=E_2-(v_2-v_1)D(y)\le E_1+(v_2-v_1)\bigl(D(x)-D(y)\bigr)\le E_1 .
\]

Equality holds throughout, so \(y\) is an eigenvector of \(H(v_1)\) as well as of \(H(v_2)\). It must then vanish, which contradicts \(y\cdot y=1\).

```lean
/-- Raising the potential `v` of the dimer strictly lowers the ground-state imbalance, for any
real interaction `U` and nonzero hopping `s`. -/
theorem imbalance_strictAnti {U s v₁ v₂ E₁ E₂ : ℝ} (hs : s ≠ 0) (hv : v₁ < v₂)
    {x y : Fin 3 → ℝ} (hx : IsGroundState (hubbardDimer U s v₁) E₁ x)
    (hy : IsGroundState (hubbardDimer U s v₂) E₂ y) : imbalance y < imbalance x := by
  by_contra hcon
  have hle : imbalance x ≤ imbalance y := not_lt.1 hcon
  -- each ground state is a trial state for the other potential
  have h1 := variational_principle (hubbardDimer_symm U s v₁) hx y
  have h2 := variational_principle (hubbardDimer_symm U s v₂) hy x
  have e1 := energy_shift U s v₁ v₂ x
  have e2 := energy_shift U s v₁ v₂ y
  rw [hx.eigen, dotProduct_smul, hx.unit, smul_eq_mul] at e1
  rw [hy.eigen, dotProduct_smul, hy.unit, smul_eq_mul] at e2
  rw [hy.unit] at h1
  rw [hx.unit] at h2
  have h3 := mul_le_mul_of_nonneg_left hle (sub_pos.2 hv).le
  -- so `y` would be a ground state for both potentials
  have h4 : y ⬝ᵥ hubbardDimer U s v₁ *ᵥ y = E₁ * (y ⬝ᵥ y) := by
    rw [hy.unit]; linarith
  have h5 := eigen_of_attains_bound (hubbardDimer_symm U s v₁)
    (variational_principle (hubbardDimer_symm U s v₁) hx) h4
  have h6 := no_common_eigenvector hs hv.ne h5 hy.eigen
  simpa [h6] using hy.unit
```

If the imbalances are equal, neither \(v_1<v_2\) nor \(v_2<v_1\) is possible. This is the density-to-potential uniqueness of Hohenberg and Kohn for one lattice model at fixed \(U\) and \(s\); it concerns neither continuous space nor the construction of a density functional.

```lean
/-- Hohenberg-Kohn uniqueness for the dimer: at fixed interaction `U` and fixed nonzero hopping `s`,
ground states with the same imbalance belong to the same potential. -/
theorem hohenberg_kohn {U s v₁ v₂ E₁ E₂ : ℝ} (hs : s ≠ 0) {x y : Fin 3 → ℝ}
    (hx : IsGroundState (hubbardDimer U s v₁) E₁ x)
    (hy : IsGroundState (hubbardDimer U s v₂) E₂ y)
    (h : imbalance x = imbalance y) : v₁ = v₂ := by
  rcases lt_trichotomy v₁ v₂ with hv | hv | hv
  · exact absurd h (imbalance_strictAnti hs hv hx hy).ne'
  · exact hv
  · exact absurd h (imbalance_strictAnti hs hv hy hx).ne
```

In a numerical inversion for this two-site model, one diagonalises \(H(v)\) at a trial \(v\) and compares \(D\) with the target. If \(D\) is too large, any solution lies at larger \(v\); if too small, at smaller \(v\). This is the sign test used in bisection. Setting \(U=0\) covers the non-interacting Kohn–Sham dimer.

## Without hopping, uniqueness fails

Take \(s=0\) and \(|v|\le U\). The state \((0,0,1)\) has energy zero and \(D=0\). An eigenvalue \(E<0\) would make \(U\pm v-E\) positive, forcing \(z_0=z_1=0\), and \(Ez_2=0\) would force \(z_2=0\). So zero is the lowest eigenvalue. For \(U>0\), a whole interval of potentials therefore shares this ground state.

```lean
/-- Without hopping, the state with one electron on each site is a ground state of zero
imbalance for every potential with `|v| ≤ U`. -/
theorem no_hopping_counterexample {U v : ℝ} (hv : |v| ≤ U) :
    IsGroundState (hubbardDimer U 0 v) 0 ![0, 0, 1] ∧ imbalance ![0, 0, 1] = 0 := by
  obtain ⟨hl, hu⟩ := abs_le.1 hv
  refine ⟨⟨by simp [dotProduct, Fin.sum_univ_three],
    (schrodinger_iff _ _ _ _ _).2 (by simp), ?_⟩, by simp [imbalance]⟩
  intro E z hz hE
  obtain ⟨a0, a1, a2⟩ := (schrodinger_iff _ _ _ _ _).1 hE
  by_contra hneg
  have hE0 : E < 0 := not_le.1 hneg
  -- a negative energy would force all three amplitudes to vanish
  have z0 : z 0 = 0 := (mul_eq_zero.1 (show (U + v - E) * z 0 = 0 by
    linear_combination a0)).resolve_left (by linarith : 0 < U + v - E).ne'
  have z1 : z 1 = 0 := (mul_eq_zero.1 (show (U - v - E) * z 1 = 0 by
    linear_combination a1)).resolve_left (by linarith : 0 < U - v - E).ne'
  have z2 : z 2 = 0 := (mul_eq_zero.1 (show E * z 2 = 0 by
    linear_combination -a2)).resolve_left hE0.ne
  exact hz (by ext i; fin_cases i <;> simp [z0, z1, z2])

end HubbardDimerHohenbergKohn
```

```lean
#print axioms HubbardDimerHohenbergKohn.imbalance_strictAnti
-- 'HubbardDimerHohenbergKohn.imbalance_strictAnti' depends on axioms: [propext, Classical.choice, Quot.sound]
#print axioms HubbardDimerHohenbergKohn.hohenberg_kohn
-- 'HubbardDimerHohenbergKohn.hohenberg_kohn' depends on axioms: [propext, Classical.choice, Quot.sound]
#print axioms HubbardDimerHohenbergKohn.no_hopping_counterexample
-- 'HubbardDimerHohenbergKohn.no_hopping_counterexample' depends on axioms: [propext, Classical.choice, Quot.sound]
```
